# Truncating the harmonic oscillator preserves the oscillator sum rule in every level but the highest

The theorem `truncated_oscillator` concerns a one-dimensional harmonic oscillator restricted to its levels 0, …, N, with ħ, mass and frequency equal to one. The oscillator sum of level m is the sum over all retained levels n of (Eₙ − Eₘ)|Xₙₘ|², where X is the truncated position matrix and Eₙ = n + 1/2. The theorem states that this sum is 1/2 for every level below N, and −N/2 for level N itself. For the lower levels, the proof writes the sum in terms of the two neighbouring levels and evaluates their contributions as sums over the natural numbers below N + 1. The value for level N then follows because the oscillator sums of all levels add up to zero.

An attempt in Lean 4 with a fault in it:

```lean
import Mathlib

open Finset

namespace TruncatedOscillator

noncomputable section

variable {ι : Type*} [Fintype ι]

/-- The oscillator sum of state `m`: the sum over all basis states `n` of
`(E n - E m) * |X n m|^2`. -/
def oscSum (E : ι → ℝ) (X : Matrix ι ι ℂ) (m : ι) : ℝ :=
  ∑ n, (E n - E m) * ‖X n m‖ ^ 2

omit [Fintype ι] in
/-- For a Hermitian matrix the elements `X n m` and `X m n` have equal modulus. -/
theorem norm_symm {X : Matrix ι ι ℂ} (hX : X.IsHermitian) (n m : ι) :
    ‖X n m‖ = ‖X m n‖ := by
  rw [← hX.apply n m, norm_star]

/-- For real energies and a Hermitian matrix `X` in a finite basis, the oscillator sums
of all states add up to zero. -/
theorem sum_oscSum (E : ι → ℝ) {X : Matrix ι ι ℂ} (hX : X.IsHermitian) :
    ∑ m, oscSum E X m = 0 := by
  -- exchanging the two states reverses the sign of every term
  have h : ∑ m, ∑ n, (E n - E m) * ‖X n m‖ ^ 2
      = ∑ m, ∑ n, -((E n - E m) * ‖X n m‖ ^ 2) := by
    rw [Finset.sum_comm]
    refine Finset.sum_congr rfl fun m _ => Finset.sum_congr rfl fun n _ => ?_
    rw [norm_symm hX m n]
    ring
  simp only [Finset.sum_neg_distrib] at h
  unfold oscSum
  linarith

/-- If, for Hermitian `X`, all states except `k` have oscillator sum `c`, then state `k` has
oscillator sum `-(d - 1) * c`, where `d` is the number of basis states. -/
theorem oscSum_deficit (E : ι → ℝ) {X : Matrix ι ι ℂ} (hX : X.IsHermitian) {c : ℝ} (k : ι)
    (h : ∀ m, m ≠ k → oscSum E X m = c) :
    oscSum E X k = -((Fintype.card ι : ℝ) - 1) * c := by
  have h1 : ∑ m, (oscSum E X m - c) = oscSum E X k - c :=
    Finset.sum_eq_single k (fun m _ hm => sub_eq_zero.mpr (h m hm))
      (fun hk => absurd (Finset.mem_univ k) hk)
  rw [Finset.sum_sub_distrib, sum_oscSum E hX, Finset.sum_const, Finset.card_univ,
    nsmul_eq_mul] at h1
  linarith

/-- The upward ladder element: `√(j/2)` if `j = i + 1`, and zero otherwise. -/
def ladder (i j : ℕ) : ℝ := if j = i + 1 then √((j : ℝ) / 2) else 0

/-- Harmonic-oscillator energies `n + 1/2` for the levels `0, ..., N`
(units with `ħ`, mass and frequency equal to one). -/
def hoE (N : ℕ) (n : Fin (N + 1)) : ℝ := ((n : ℕ) : ℝ) + 1 / 2

/-- The position matrix of the harmonic oscillator in the levels `0, ..., N`, in the same
units. -/
def hoX (N : ℕ) : Matrix (Fin (N + 1)) (Fin (N + 1)) ℂ :=
  Matrix.of fun i j => ((ladder i j + ladder j i : ℝ) : ℂ)

/-- The truncated position matrix of the harmonic oscillator is Hermitian. -/
theorem hoX_isHermitian (N : ℕ) : (hoX N).IsHermitian := by
  refine Matrix.IsHermitian.ext fun i j => ?_
  simp only [hoX, Matrix.of_apply]
  rw [add_comm (ladder i j)]
  exact Complex.conj_ofReal _

/-- The term of level `n` in the oscillator sum of level `m` is `(m + 1)/2` if `n` is the level
above `m`, `-m/2` if `n` is the level below `m`, and zero otherwise. -/
theorem ladder_term (n m : ℕ) :
    ((n : ℝ) - m) * (ladder n m + ladder m n) ^ 2
      = (if n = m + 1 then ((m : ℝ) + 1) / 2 else 0)
        - (if m = n + 1 then (m : ℝ) / 2 else 0) := by
  have hs : ∀ k : ℕ, √((k : ℝ) / 2) ^ 2 = (k : ℝ) / 2 :=
    fun k => Real.sq_sqrt (by positivity)
  by_cases h1 : n = m + 1
  · have h2 : ¬ m = n + 1 := by omega
    rw [ladder, ladder, if_neg h2, if_pos h1, if_pos h1, if_neg h2, zero_add, hs, h1]
    push_cast
    ring
  · by_cases h2 : m = n + 1
    · rw [ladder, ladder, if_pos h2, if_neg h1, if_neg h1, if_pos h2, add_zero, hs, h2]
      push_cast
      ring
    · rw [ladder, ladder, if_neg h2, if_neg h1, if_neg h1, if_neg h2]
      ring

/-- In the harmonic oscillator truncated after level `N`, every level below `N` has
oscillator sum `1/2`, and level `N` has oscillator sum `-N/2`. -/
theorem truncated_oscillator (N : ℕ) :
    (∀ m : Fin (N + 1), (m : ℕ) < N → oscSum (hoE N) (hoX N) m = 1 / 2) ∧
      oscSum (hoE N) (hoX N) (Fin.last N) = -(N : ℝ) / 2 := by
  have low : ∀ m : Fin (N + 1), (m : ℕ) < N → oscSum (hoE N) (hoX N) m = 1 / 2 := by
    intro m hm
    have e : oscSum (hoE N) (hoX N) m = ∑ n : Fin (N + 1),
        (fun n : ℕ => (if n = (m : ℕ) + 1 then (((m : ℕ) : ℝ) + 1) / 2 else 0)
          - (if (m : ℕ) = n + 1 then ((m : ℕ) : ℝ) / 2 else 0)) (n : ℕ) := by
      refine Finset.sum_congr rfl fun n _ => ?_
      simp only [hoE, hoX, Matrix.of_apply, Complex.norm_real, Real.norm_eq_abs, sq_abs]
      rw [← ladder_term]
      ring
    -- the level above is still in the basis
    have up : ∑ n ∈ range (N + 1),
        (if n = (m : ℕ) + 1 then (((m : ℕ) : ℝ) + 1) / 2 else 0)
          = (((m : ℕ) : ℝ) + 1) / 2 := by
      rw [Finset.sum_eq_single ((m : ℕ) + 1)]
      · rw [if_pos rfl]
      · intro b _ hb
        exact if_neg hb
      · intro hk
        exact absurd (Finset.mem_range.mpr (by omega)) hk
    have down : ∀ k : ℕ, k < N →
        ∑ n ∈ range (N + 1), (if k = n + 1 then (k : ℝ) / 2 else 0) = (k : ℝ) / 2 := by
      intro k hk
      cases k with
      | zero => simp
      | succ k =>
        rw [Finset.sum_eq_single k]
        · rw [if_pos rfl]
        · intro b _ hb
          exact if_neg (by omega)
        · intro hk'
          exact absurd (Finset.mem_range.mpr (by omega)) hk'
    rw [e, Fin.sum_univ_eq_sum_range, Finset.sum_sub_distrib, up, down m hm]
    ring
  refine ⟨low, ?_⟩
  -- the last level must compensate all the others
  have h := oscSum_deficit (hoE N) (hoX_isHermitian N) (c := 1 / 2) (Fin.last N) (by
    intro m hm
    have h1 : (m : ℕ) ≠ N := fun h => hm (Fin.ext h)
    have h2 := m.isLt
    exact low m (by omega))
  rw [h, Fintype.card_fin]
  push_cast
  ring

end

end TruncatedOscillator
```

Compiling this gives:

```
Main.lean:124:11: error: Tactic `rewrite` failed: Did not find an occurrence of the pattern
  ∑ i, ?f ↑i
in the target expression
  ∑ n, (fun n => (if n = ↑m + 1 then (↑↑m + 1) / 2 else 0) - if ↑m = n + 1 then ↑↑m / 2 else 0) ↑n = 1 / 2

N : ℕ
m : Fin (N + 1)
hm : ↑m < N
e :
  oscSum (hoE N) (hoX N) m =
    ∑ n, (fun n => (if n = ↑m + 1 then (↑↑m + 1) / 2 else 0) - if ↑m = n + 1 then ↑↑m / 2 else 0) ↑n
up : (∑ n ∈ range (N + 1), if n = ↑m + 1 then (↑↑m + 1) / 2 else 0) = (↑↑m + 1) / 2
down : ∀ k < N, (∑ n ∈ range (N + 1), if k = n + 1 then ↑k / 2 else 0) = ↑k / 2
⊢ ∑ n, (fun n => (if n = ↑m + 1 then (↑↑m + 1) / 2 else 0) - if ↑m = n + 1 then ↑↑m / 2 else 0) ↑n = 1 / 2
```

Diagnosis. The error arises in turning a sum over `Fin (N + 1)` into one over `range (N + 1)`. To rewrite with `Fin.sum_univ_eq_sum_range`, Lean must find a function `?f` such that the summand is `?f ↑i`. The statement `e` displays such a function, as a `fun` applied to `↑n`, but Lean beta-reduces this application while matching, before `?f` is assigned. What remains is a difference of two `if` expressions, and since `↑i` is a coercion and not a bare bound variable, Lean does not recover `?f` from it.

The repair states `e` with a sum over `range (N + 1)` from the start, without the applied `fun`. Inside the proof of `e`, `rw [Finset.sum_range]` converts in the opposite direction. There `?f` is matched with the whole summand as a function of a natural number, which is unproblematic, and the resulting sum over `Fin (N + 1)` can be compared term by term as before. The final `rw` no longer needs `Fin.sum_univ_eq_sum_range`, so it is dropped, and `Finset.sum_sub_distrib`, `up` and `down` apply directly.

As a diff, the version that Lean accepts:

```diff
@@ -93,7 +93,8 @@
   have low : ∀ m : Fin (N + 1), (m : ℕ) < N → oscSum (hoE N) (hoX N) m = 1 / 2 := by
     intro m hm
-    have e : oscSum (hoE N) (hoX N) m = ∑ n : Fin (N + 1),
-        (fun n : ℕ => (if n = (m : ℕ) + 1 then (((m : ℕ) : ℝ) + 1) / 2 else 0)
-          - (if (m : ℕ) = n + 1 then ((m : ℕ) : ℝ) / 2 else 0)) (n : ℕ) := by
+    have e : oscSum (hoE N) (hoX N) m = ∑ n ∈ range (N + 1),
+        ((if n = (m : ℕ) + 1 then (((m : ℕ) : ℝ) + 1) / 2 else 0)
+          - (if (m : ℕ) = n + 1 then ((m : ℕ) : ℝ) / 2 else 0)) := by
+      rw [Finset.sum_range]
       refine Finset.sum_congr rfl fun n _ => ?_
       simp only [hoE, hoX, Matrix.of_apply, Complex.norm_real, Real.norm_eq_abs, sq_abs]
@@ -122,5 +123,5 @@
         · intro hk'
           exact absurd (Finset.mem_range.mpr (by omega)) hk'
-    rw [e, Fin.sum_univ_eq_sum_range, Finset.sum_sub_distrib, up, down m hm]
+    rw [e, Finset.sum_sub_distrib, up, down m hm]
     ring
   refine ⟨low, ?_⟩
```
